# The IORA equation as the stationarity condition for the matrix Dirac energy with a fixed small-component coupling

## Which energy is varied

An energy for the infinite-order regular approximation (IORA) can be defined in two ways: as a quotient of two forms in the large component, or as the Dirac expectation value of a full spinor. The second definition is used here. The effective Hamiltonian and the metric are then results of a calculation, and the IORA equation is a statement about the Dirac energy itself.

Let $V$ and $W$ be Hermitian matrices, the potential blocks for the large and small components, and let $P$ be a complex matrix, possibly rectangular, that stands for $\boldsymbol\sigma\cdot\mathbf p$ between the two basis sets. In atomic units, with the rest energy subtracted and $c$ the speed of light, the Dirac matrix is

$$D=\begin{pmatrix}V & cP^\dagger\\ cP & W-2c^2\end{pmatrix}.$$

An exact eigenvector with energy $\epsilon$ and large component $\varphi$ has small component $c(2c^2+\epsilon-W)^{-1}P\varphi$, when that inverse exists. The regular approximation drops $\epsilon$. Assume that $2c^2-W$ is invertible, and put

$$K=(2c^2-W)^{-1},\qquad X=cKP,\qquad \Psi=(\varphi,X\varphi).$$

The map $X$ depends neither on $\varphi$ nor on the energy. With $\langle a,b\rangle=a^\dagger b$, the energy to be varied is

$$E(\varphi)=\frac{\langle\Psi,D\Psi\rangle}{\langle\Psi,\Psi\rangle},\qquad \varphi\neq0.$$

## The stationarity theorem in words

Define the zeroth-order (ZORA) Hamiltonian $H=V+c^2P^\dagger KP$ and the metric $S=1+X^\dagger X$. The main theorem, `stationary_iff_iora`, says that for nonzero $\varphi$ the derivative of $E$ at $\varphi$ vanishes along every direction $\eta$ if and only if

$$H\varphi=E(\varphi)\,S\varphi .$$

For one-electron electronic structure in a finite orthonormal basis, this identifies the IORA equation as the variational condition on the Dirac energy when the small component is tied to the large one by $X$.

The Lean objects correspond to the physics as follows.

- `n` and `m` index the large and small basis functions. A spinor is a function on the disjoint union `n ⊕ m`, and `dirac` is the block matrix $D$.
- `smallGap`, `coupling`, `zora` and `metric` are $2c^2-W$, $X$, $H$ and $S$. The hypothesis `hK : IsUnit (smallGap c W).det` is the invertibility of $2c^2-W$: the matrix $W$ does not have $2c^2$ as an eigenvalue.
- `star v ⬝ᵥ w` is $\langle v,w\rangle$, and `energy` takes real parts of numerator and denominator. For Hermitian $V$ and $W$ both are real already.
- A direction is a complex vector `η`, but the step `t` along it is real. In `HasDerivAt … 0 0` the first zero is the derivative and the second is the point $t=0$.

Both bases are orthonormal, since no overlap matrix appears. $K$ is the inverse of a matrix, which in a finite basis generally differs from the matrix of the multiplication operator $1/(2c^2-U(\mathbf r))$ used in the continuum equation, where $U(\mathbf r)$ is the potential energy as a function of position. The theorem does not say that a stationary point is a minimum, or how near $E$ lies to an eigenvalue of $D$.

## From the Dirac matrix to two Hermitian forms

Apply $D$ to $\Psi$. The upper component is

$$V\varphi+cP^\dagger X\varphi=V\varphi+c^2P^\dagger KP\varphi=H\varphi,$$

and the lower one is

$$cP\varphi-(2c^2-W)\,cKP\varphi=cP\varphi-cP\varphi=0.$$

So $D\Psi=(H\varphi,0)$, and $\langle\Psi,D\Psi\rangle=\langle\varphi,H\varphi\rangle$. The norm is

$$\langle\Psi,\Psi\rangle=\langle\varphi,\varphi\rangle+\langle X\varphi,X\varphi\rangle=\langle\varphi,S\varphi\rangle,$$

which is positive for $\varphi\neq0$. Hence $E(\varphi)=\langle\varphi,H\varphi\rangle/\langle\varphi,S\varphi\rangle$.

## The derivative of the quotient

Since $2c^2-W$ is Hermitian, so is $K$, and therefore $H$. The metric $S$ is Hermitian by its form. For any Hermitian $A$ and real $t$,

$$\langle\varphi+t\eta,A(\varphi+t\eta)\rangle=\langle\varphi,A\varphi\rangle+2t\,\mathrm{Re}\langle\eta,A\varphi\rangle+t^2\langle\eta,A\eta\rangle,$$

because $\langle\varphi,A\eta\rangle$ is the complex conjugate of $\langle\eta,A\varphi\rangle$. The derivative at $t=0$ is $2\,\mathrm{Re}\langle\eta,A\varphi\rangle$.

Write $h=\langle\varphi,H\varphi\rangle$, $s=\langle\varphi,S\varphi\rangle$ and $E=h/s$. The quotient rule gives

$$\frac{d}{dt}E(\varphi+t\eta)\Big|_{t=0}
=\frac{2s\,\mathrm{Re}\langle\eta,H\varphi\rangle-2h\,\mathrm{Re}\langle\eta,S\varphi\rangle}{s^2}
=\frac{2\,\mathrm{Re}\langle\eta,r\rangle}{s},$$

where $r=H\varphi-ES\varphi$ is the residual of the IORA equation. If $r=0$, every directional derivative vanishes. Conversely, if they all vanish, take $\eta=r$: then $2\langle r,r\rangle/s=0$, so $r=0$.

## Scaled ZORA energies

Suppose that a nonzero $\varphi$ solves the ZORA equation $H\varphi=\varepsilon\varphi$ with real $\varepsilon$. Then

$$E(\varphi)=\frac{\varepsilon\langle\varphi,\varphi\rangle}{\langle\varphi,\varphi\rangle+\langle X\varphi,X\varphi\rangle}
=\frac{\varepsilon}{1+\langle X\varphi,X\varphi\rangle/\langle\varphi,\varphi\rangle}.$$

The scaled ZORA energy is thus the Dirac expectation value, per unit norm, of the spinor built from the ZORA eigenvector. This is `scaled_zora_energy`. Such a $\varphi$ need not solve the IORA equation.

## The limit of large $c$

For fixed $V$, $W$ and $P$, letting $c\to\infty$ gives $c^2K\to\tfrac12$ and $X\to0$. Then $H\to V+\tfrac12P^\dagger P$ and $S\to1$, so the IORA equation goes over into $(V+\tfrac12P^\dagger P)\varphi=E\varphi$. This is the nonrelativistic equation in the large basis if the small basis spans the functions obtained by applying $\boldsymbol\sigma\cdot\mathbf p$ to the large basis functions, since $P^\dagger P$ is then the matrix of $p^2$. This limit is a side calculation and has no theorem in the file.

## The Lean file

```lean
import Mathlib

open Matrix

namespace IORA

noncomputable section

variable {n m : Type*} [Fintype n] [Fintype m] [DecidableEq m]

/-- The matrix `2c² - W` acting on the small component. -/
def smallGap (c : ℝ) (W : Matrix m m ℂ) : Matrix m m ℂ :=
  (2 * (c : ℂ) ^ 2) • (1 : Matrix m m ℂ) - W

/-- The Dirac matrix with the rest energy subtracted, in blocks for the large and small
components. -/
def dirac (c : ℝ) (V : Matrix n n ℂ) (W : Matrix m m ℂ) (P : Matrix m n ℂ) :
    Matrix (n ⊕ m) (n ⊕ m) ℂ :=
  fromBlocks V ((c : ℂ) • Pᴴ) ((c : ℂ) • P) (W - (2 * (c : ℂ) ^ 2) • (1 : Matrix m m ℂ))

/-- The regular approximation `X = c (2c² - W)⁻¹ P` to the map from the large to the small
component, for invertible `2c² - W`. -/
def coupling (c : ℝ) (W : Matrix m m ℂ) (P : Matrix m n ℂ) : Matrix m n ℂ :=
  (c : ℂ) • ((smallGap c W)⁻¹ * P)

/-- The ZORA Hamiltonian `H = V + c² P† (2c² - W)⁻¹ P`, for invertible `2c² - W`. -/
def zora (c : ℝ) (V : Matrix n n ℂ) (W : Matrix m m ℂ) (P : Matrix m n ℂ) : Matrix n n ℂ :=
  V + (c : ℂ) ^ 2 • (Pᴴ * (smallGap c W)⁻¹ * P)

/-- The IORA metric `1 + X†X`, for invertible `2c² - W`. -/
def metric [DecidableEq n] (c : ℝ) (W : Matrix m m ℂ) (P : Matrix m n ℂ) : Matrix n n ℂ :=
  1 + (coupling c W P)ᴴ * coupling c W P

/-- The spinor `Ψ = (φ, Xφ)` built from a large component `φ`, for invertible `2c² - W`. -/
def spinor (c : ℝ) (W : Matrix m m ℂ) (P : Matrix m n ℂ) (φ : n → ℂ) : n ⊕ m → ℂ :=
  Sum.elim φ (coupling c W P *ᵥ φ)

/-- The Dirac energy quotient `Re ⟨Ψ, DΨ⟩ / ⟨Ψ, Ψ⟩` of `Ψ = (φ, Xφ)`, for nonzero `φ` and invertible
`2c² - W`. -/
def energy (c : ℝ) (V : Matrix n n ℂ) (W : Matrix m m ℂ) (P : Matrix m n ℂ)
    (φ : n → ℂ) : ℝ :=
  (star (spinor c W P φ) ⬝ᵥ dirac c V W P *ᵥ spinor c W P φ).re /
    (star (spinor c W P φ) ⬝ᵥ spinor c W P φ).re

variable {c : ℝ} {V : Matrix n n ℂ} {W : Matrix m m ℂ} {P : Matrix m n ℂ} {φ : n → ℂ}

/-- If `2c² - W` is invertible, the Dirac matrix sends `(φ, Xφ)` to `(Hφ, 0)`. -/
theorem dirac_mulVec_spinor (hK : IsUnit (smallGap c W).det) (φ : n → ℂ) :
    dirac c V W P *ᵥ spinor c W P φ = Sum.elim (zora c V W P *ᵥ φ) 0 := by
  have upper : V *ᵥ φ + ((c : ℂ) • Pᴴ) *ᵥ (coupling c W P *ᵥ φ) = zora c V W P *ᵥ φ := by
    rw [Matrix.mulVec_mulVec, ← Matrix.add_mulVec]
    congr 1
    simp only [zora, coupling, Matrix.smul_mul, Matrix.mul_smul, smul_smul,
      Matrix.mul_assoc, pow_two]
  -- the small-component equation at zero energy
  have hX : smallGap c W * coupling c W P = (c : ℂ) • P := by
    rw [coupling, Matrix.mul_smul, ← Matrix.mul_assoc, Matrix.mul_nonsing_inv _ hK,
      Matrix.one_mul]
  have lower : ((c : ℂ) • P) *ᵥ φ +
      (W - (2 * (c : ℂ) ^ 2) • (1 : Matrix m m ℂ)) *ᵥ (coupling c W P *ᵥ φ) = 0 := by
    have h : W - (2 * (c : ℂ) ^ 2) • (1 : Matrix m m ℂ) = -smallGap c W := by
      rw [smallGap, neg_sub]
    rw [h, Matrix.mulVec_mulVec, Matrix.neg_mul, hX, Matrix.neg_mulVec, add_neg_cancel]
  rw [dirac, spinor, Matrix.fromBlocks_mulVec, Sum.elim_comp_inl, Sum.elim_comp_inr,
    upper, lower]

/-- If `2c² - W` is invertible, the unnormalised Dirac form `⟨Ψ, DΨ⟩` of `Ψ = (φ, Xφ)` equals the
ZORA form `⟨φ, Hφ⟩`. -/
theorem spinor_expectation (hK : IsUnit (smallGap c W).det) (φ : n → ℂ) :
    star (spinor c W P φ) ⬝ᵥ dirac c V W P *ᵥ spinor c W P φ =
      star φ ⬝ᵥ zora c V W P *ᵥ φ := by
  rw [dirac_mulVec_spinor hK]
  simp [spinor, dotProduct, Fintype.sum_sum_type]

/-- The squared norm of `(φ, Xφ)` is `⟨φ, (1 + X†X)φ⟩`. -/
theorem spinor_norm [DecidableEq n] (φ : n → ℂ) :
    star (spinor c W P φ) ⬝ᵥ spinor c W P φ = star φ ⬝ᵥ metric c W P *ᵥ φ := by
  have h : star (spinor c W P φ) ⬝ᵥ spinor c W P φ =
      star φ ⬝ᵥ φ + star (coupling c W P *ᵥ φ) ⬝ᵥ (coupling c W P *ᵥ φ) := by
    simp [spinor, dotProduct, Fintype.sum_sum_type]
  rw [h, metric, Matrix.add_mulVec, Matrix.one_mulVec, dotProduct_add, Matrix.star_mulVec,
    ← Matrix.mulVec_mulVec, Matrix.dotProduct_mulVec (star φ) (coupling c W P)ᴴ]

/-- A nonzero complex vector has positive squared norm. -/
theorem norm_pos {k : Type*} [Fintype k] {v : k → ℂ} (hv : v ≠ 0) :
    0 < (star v ⬝ᵥ v).re := by
  have h : (star v ⬝ᵥ v).re = ∑ i, Complex.normSq (v i) := by
    simp only [dotProduct, Complex.re_sum, Pi.star_apply, Complex.star_def, Complex.mul_re,
      Complex.conj_re, Complex.conj_im, Complex.normSq_apply, neg_mul, sub_neg_eq_add]
  obtain ⟨i, hi⟩ := Function.ne_iff.mp hv
  rw [h]
  exact Finset.sum_pos' (fun j _ => Complex.normSq_nonneg _)
    ⟨i, Finset.mem_univ i, Complex.normSq_pos.mpr hi⟩

/-- For Hermitian `A`, the derivative of `⟨φ, Aφ⟩` along `η` is `2 Re ⟨η, Aφ⟩`. -/
theorem hasDerivAt_form {k : Type*} [Fintype k] {A : Matrix k k ℂ} (hA : A.IsHermitian)
    (φ η : k → ℂ) :
    HasDerivAt (fun t : ℝ => (star (φ + (t : ℂ) • η) ⬝ᵥ A *ᵥ (φ + (t : ℂ) • η)).re)
      (2 * (star η ⬝ᵥ A *ᵥ φ).re) 0 := by
  have hsym : (star φ ⬝ᵥ A *ᵥ η).re = (star η ⬝ᵥ A *ᵥ φ).re := by
    have h : star φ ⬝ᵥ A *ᵥ η = star (star η ⬝ᵥ A *ᵥ φ) := by
      rw [Matrix.star_dotProduct, Matrix.star_mulVec, hA.eq, ← Matrix.dotProduct_mulVec]
    rw [h, Complex.star_def, Complex.conj_re]
  -- along a line the form is a quadratic polynomial
  have e : ∀ t : ℝ, (star (φ + (t : ℂ) • η) ⬝ᵥ A *ᵥ (φ + (t : ℂ) • η)).re =
      (star φ ⬝ᵥ A *ᵥ φ).re + t * (2 * (star η ⬝ᵥ A *ᵥ φ).re) +
        t ^ 2 * (star η ⬝ᵥ A *ᵥ η).re := by
    intro t
    have hs : star (φ + (t : ℂ) • η) = star φ + (t : ℂ) • star η := by
      ext i
      simp
    rw [hs]
    simp only [Matrix.mulVec_add, Matrix.mulVec_smul, add_dotProduct, dotProduct_add,
      smul_dotProduct, dotProduct_smul, smul_eq_mul, Complex.add_re, Complex.re_ofReal_mul]
    rw [hsym]
    ring
  have h := (((hasDerivAt_id' (0 : ℝ)).mul_const (2 * (star η ⬝ᵥ A *ᵥ φ).re)).const_add
    (star φ ⬝ᵥ A *ᵥ φ).re).fun_add
      (((hasDerivAt_id' (0 : ℝ)).fun_pow 2).mul_const (star η ⬝ᵥ A *ᵥ η).re)
  exact (h.congr_deriv (by simp)).congr_of_eventuallyEq (Filter.Eventually.of_forall e)

omit [Fintype n] in
/-- For Hermitian `V` and `W` the ZORA Hamiltonian is Hermitian. -/
theorem zora_isHermitian (hV : V.IsHermitian) (hW : W.IsHermitian) :
    (zora c V W P).IsHermitian := by
  have hg : (smallGap c W)ᴴ = smallGap c W := by
    have h2 : star (2 * (c : ℂ) ^ 2) = 2 * (c : ℂ) ^ 2 := by simp
    rw [smallGap, conjTranspose_sub, conjTranspose_smul, conjTranspose_one, hW.eq, h2]
  change (zora c V W P)ᴴ = zora c V W P
  simp only [zora, conjTranspose_add, conjTranspose_smul, conjTranspose_mul,
    conjTranspose_conjTranspose, conjTranspose_nonsing_inv, hg, hV.eq, Matrix.mul_assoc,
    star_pow, Complex.star_def, Complex.conj_ofReal]

/-- For Hermitian `V`, `W`, invertible `2c² - W` and nonzero `φ`, the derivative of the energy
quotient `E` along `η` is `2 Re ⟨η, Hφ - E(1 + X†X)φ⟩ / ⟨Ψ, Ψ⟩`. -/
theorem hasDerivAt_energy [DecidableEq n] (hV : V.IsHermitian) (hW : W.IsHermitian)
    (hK : IsUnit (smallGap c W).det) (hφ : φ ≠ 0) (η : n → ℂ) :
    HasDerivAt (fun t : ℝ => energy c V W P (φ + (t : ℂ) • η))
      (2 * (star η ⬝ᵥ (zora c V W P *ᵥ φ -
        (energy c V W P φ : ℂ) • metric c W P *ᵥ φ)).re /
          (star φ ⬝ᵥ metric c W P *ᵥ φ).re) 0 := by
  have hS : (metric c W P).IsHermitian := by
    change (metric c W P)ᴴ = metric c W P
    simp only [metric, conjTranspose_add, conjTranspose_one, conjTranspose_mul,
      conjTranspose_conjTranspose]
  have hs : (star φ ⬝ᵥ metric c W P *ᵥ φ).re ≠ 0 := by
    rw [← spinor_norm]
    exact (norm_pos fun h => hφ (funext fun i => congrFun h (Sum.inl i))).ne'
  have hq : ∀ ψ : n → ℂ, energy c V W P ψ =
      (star ψ ⬝ᵥ zora c V W P *ᵥ ψ).re / (star ψ ⬝ᵥ metric c W P *ᵥ ψ).re := by
    intro ψ
    rw [energy, spinor_expectation hK, spinor_norm]
  have hE : energy c V W P φ * (star φ ⬝ᵥ metric c W P *ᵥ φ).re =
      (star φ ⬝ᵥ zora c V W P *ᵥ φ).re := by
    rw [hq]
    exact div_mul_cancel₀ _ hs
  have alg : ∀ a b h s E : ℝ, s ≠ 0 → E * s = h →
      (2 * a * s - h * (2 * b)) / s ^ 2 = 2 * (a - E * b) / s := by
    intro a b h s E h0 h1
    rw [div_eq_div_iff (pow_ne_zero 2 h0) h0]
    linear_combination (2 * b * s) * h1
  -- quotient rule for the two Hermitian forms
  have hd := (hasDerivAt_form (zora_isHermitian (c := c) (P := P) hV hW) φ η).fun_div
    (hasDerivAt_form hS φ η)
    (by simpa only [Complex.ofReal_zero, zero_smul, add_zero] using hs)
  refine (hd.congr_of_eventuallyEq
    (Filter.Eventually.of_forall fun t => hq (φ + (t : ℂ) • η))).congr_deriv ?_
  simp only [Complex.ofReal_zero, zero_smul, add_zero]
  rw [dotProduct_sub, dotProduct_smul, smul_eq_mul, Complex.sub_re, Complex.re_ofReal_mul]
  exact alg _ _ _ _ _ hs hE

/-- For Hermitian `V`, `W`, invertible `2c² - W` and nonzero `φ`, the Dirac energy quotient of
`(φ, Xφ)` is stationary along every direction iff `φ` solves the IORA equation
`Hφ = E(1 + X†X)φ`, with `E` the value of the quotient. -/
theorem stationary_iff_iora [DecidableEq n] (hV : V.IsHermitian) (hW : W.IsHermitian)
    (hK : IsUnit (smallGap c W).det) (hφ : φ ≠ 0) :
    (∀ η : n → ℂ, HasDerivAt (fun t : ℝ => energy c V W P (φ + (t : ℂ) • η)) 0 0) ↔
      zora c V W P *ᵥ φ = (energy c V W P φ : ℂ) • metric c W P *ᵥ φ := by
  constructor
  · intro h
    by_contra hne
    -- vary along the residual of the IORA equation
    have hr := norm_pos (sub_ne_zero.mpr hne)
    have hs : 0 < (star φ ⬝ᵥ metric c W P *ᵥ φ).re := by
      rw [← spinor_norm]
      exact norm_pos fun h => hφ (funext fun i => congrFun h (Sum.inl i))
    have h0 := (hasDerivAt_energy hV hW hK hφ _).unique (h (zora c V W P *ᵥ φ -
      (energy c V W P φ : ℂ) • metric c W P *ᵥ φ))
    exact (div_pos (mul_pos two_pos hr) hs).ne' h0
  · intro h η
    refine (hasDerivAt_energy hV hW hK hφ η).congr_deriv ?_
    rw [sub_eq_zero.mpr h, dotProduct_zero]
    simp

/-- If `2c² - W` is invertible and a nonzero `φ` satisfies `Hφ = εφ` with real `ε`, the Dirac energy
quotient of `(φ, Xφ)` is the scaled ZORA energy `ε / (1 + ⟨Xφ, Xφ⟩ / ⟨φ, φ⟩)`. -/
theorem scaled_zora_energy (hK : IsUnit (smallGap c W).det) (hφ : φ ≠ 0) {ε : ℝ}
    (h : zora c V W P *ᵥ φ = (ε : ℂ) • φ) :
    energy c V W P φ = ε / (1 +
      (star (coupling c W P *ᵥ φ) ⬝ᵥ (coupling c W P *ᵥ φ)).re / (star φ ⬝ᵥ φ).re) := by
  have hn : star (spinor c W P φ) ⬝ᵥ spinor c W P φ =
      star φ ⬝ᵥ φ + star (coupling c W P *ᵥ φ) ⬝ᵥ (coupling c W P *ᵥ φ) := by
    simp [spinor, dotProduct, Fintype.sum_sum_type]
  have alg : ∀ a b : ℝ, a ≠ 0 → ε * a / (a + b) = ε / (1 + b / a) := by
    intro a b ha
    have h1 : 1 + b / a = (a + b) / a := by rw [add_div, div_self ha]
    rw [h1, div_div_eq_mul_div]
  rw [energy, spinor_expectation hK, h, hn, dotProduct_smul, smul_eq_mul,
    Complex.re_ofReal_mul, Complex.add_re]
  exact alg _ _ (norm_pos hφ).ne'

end

end IORA
```

```lean
#print axioms IORA.stationary_iff_iora
#print axioms IORA.scaled_zora_energy
```

```
'IORA.stationary_iff_iora' depends on axioms: [propext, Classical.choice, Quot.sound]
'IORA.scaled_zora_energy' depends on axioms: [propext, Classical.choice, Quot.sound]
```

## How the lemmas fit together

**Reducing the spinor.** `dirac_mulVec_spinor` proves $D\Psi=(H\varphi,0)$. Its steps `upper` and `lower` are the two component calculations, and `hX` is the identity $(2c^2-W)X=cP$, the only place where invertibility enters directly. `spinor_expectation` pairs the result with $\Psi$, and the zero lower component removes the small-component term. `spinor_norm` splits the sum over `n ⊕ m` and moves $X$ across the inner product as $X^\dagger$. `norm_pos` writes a squared norm as a sum of squared moduli, at least one of which is positive.

**Differentiating a form.** In `hasDerivAt_form`, `hsym` uses Hermiticity to equate the real parts of the two cross terms, and `e` is the quadratic expansion in $t$. The derivative is then that of a polynomial. `zora_isHermitian` supplies the Hermiticity of $H$, starting from that of `smallGap`.

**Differentiating the energy.** `hasDerivAt_energy` first rewrites `energy` as a quotient of the two forms, in `hq`. The lemma `fun_div` is the quotient rule, `hE` is the relation $Es=h$, and `alg` is the real algebra that turns the quotient-rule expression into $2\,\mathrm{Re}\langle\eta,r\rangle/s$.

**The equivalence.** For the forward direction, `stationary_iff_iora` assumes that the residual is nonzero and varies along it. The derivative formula gives a positive number and stationarity gives zero. Derivatives are unique, by `unique`, so this is a contradiction. For the converse, the zero residual is substituted into the derivative formula.

**The scaled energy.** `scaled_zora_energy` inserts the eigenvalue equation into the numerator, splits the norm in `hn`, and divides through by $\langle\varphi,\varphi\rangle$ in its own `alg`. It needs no derivative and no Hermiticity hypothesis, only the invertibility of $2c^2-W$ and a nonzero $\varphi$ with real $\varepsilon$.
